# Powers of the hopping matrix on a flux-threaded ring are binomial sums over winding walks

On a ring of three sites, a particle that picks up the phase $\exp(ia)$ on each forward step and $\exp(-ia)$ on each backward step can be back at its starting site after three steps only by going once around, forwards or backwards. The two walks contribute $\exp(3ia)$ and $\exp(-3ia)$, so each diagonal entry of the cube of the hopping matrix, whose nonzero entries are these one-step phases, is $2\cos 3a$.

```lean
import Mathlib

open Complex

namespace FluxRingWindingSums

noncomputable section

variable {N : ℕ}

/-- The matrix that moves a particle from site `y` to site `y + d` of the ring. -/
def translation (d : ZMod N) : Matrix (ZMod N) (ZMod N) ℂ :=
  Matrix.of fun x y => if x = y + d then 1 else 0

/-- The cyclic shift by one site. -/
def shift (N : ℕ) : Matrix (ZMod N) (ZMod N) ℂ := translation 1

/-- The hopping matrix of the ring: a forward step has amplitude `exp(ia)`,
a backward step has amplitude `exp(-ia)`. -/
def hop (N : ℕ) [NeZero N] (a : ℝ) : Matrix (ZMod N) (ZMod N) ℂ :=
  exp (I * a) • shift N + exp (-(I * a)) • (shift N)⁻¹

variable [NeZero N]

/-- The shift takes the state localised at `y` to the state localised at `y + 1`. -/
theorem shift_mulVec_single (y : ZMod N) :
    (shift N).mulVec (Pi.single y 1) = Pi.single (y + 1) 1 := by
  ext x
  simp [shift, translation, Pi.single_apply]

/-- Two successive translations add their displacements. -/
theorem translation_mul (d e : ZMod N) :
    translation d * translation e = translation (d + e) := by
  ext x y
  rw [Matrix.mul_apply, Finset.sum_eq_single (y + e)]
  · have h : y + e + d = y + (d + e) := by ring
    simp [translation, h]
  · intro z _ hz
    simp [translation, hz]
  · intro h
    exact absurd (Finset.mem_univ _) h

omit [NeZero N] in
private lemma translation_zero : translation (0 : ZMod N) = 1 := by
  ext x y
  simp [translation, Matrix.one_apply]

private lemma translation_pow (d : ZMod N) (n : ℕ) :
    translation d ^ n = translation ((n : ZMod N) * d) := by
  induction n with
  | zero => simp [translation_zero]
  | succ n ih =>
    rw [pow_succ, ih, translation_mul]
    congr 1
    push_cast
    ring

/-- The inverse of the shift is the translation by one site backwards. -/
theorem shift_inv : (shift N)⁻¹ = translation (-1) := by
  apply Matrix.inv_eq_right_inv
  rw [shift, translation_mul, add_neg_cancel, translation_zero]

/-- The `k`-th power of the hopping matrix is a sum of translations by `2j - k`, weighted by
binomial coefficients and the phases `exp(ia(2j - k))`, where `j` counts the forward steps. -/
theorem hop_pow (a : ℝ) (k : ℕ) :
    hop N a ^ k = ∑ j ∈ Finset.range (k + 1),
      ((k.choose j : ℂ) * exp (I * a * (2 * (j : ℂ) - (k : ℂ)))) •
        translation (2 * (j : ZMod N) - (k : ZMod N)) := by
  -- forward and backward steps commute, so the binomial theorem applies
  have hc : Commute (exp (I * a) • translation (1 : ZMod N))
      (exp (-(I * a)) • translation (-1 : ZMod N)) := by
    apply Commute.smul_left
    apply Commute.smul_right
    rw [Commute, SemiconjBy, translation_mul, translation_mul, add_comm]
  rw [hop, shift_inv, shift, hc.add_pow]
  refine Finset.sum_congr rfl fun j hj => ?_
  have hjk : j ≤ k := by
    have := Finset.mem_range.mp hj
    omega
  -- write k = j + m with m backward steps
  obtain ⟨m, rfl⟩ := Nat.exists_eq_add_of_le hjk
  have h1 : (j : ℂ) * (I * a) + (m : ℂ) * (-(I * a))
      = I * a * (2 * (j : ℂ) - ((j + m : ℕ) : ℂ)) := by
    push_cast
    ring
  have h2 : (j : ZMod N) * 1 + (m : ZMod N) * (-1)
      = 2 * (j : ZMod N) - ((j + m : ℕ) : ZMod N) := by
    push_cast
    ring
  rw [Nat.add_sub_cancel_left, smul_pow, smul_pow, translation_pow, translation_pow,
    smul_mul_smul_comm, translation_mul, ← Complex.exp_nat_mul, ← Complex.exp_nat_mul,
    ← Complex.exp_add, ← nsmul_eq_mul', ← Nat.cast_smul_eq_nsmul ℂ, smul_smul, h1, h2]

/-- Winding sum: the `k`-step amplitude from `y` to `x` adds the phases of all walks whose
net displacement `2j - k` equals `x - y` modulo the length of the ring. -/
theorem hop_pow_apply (a : ℝ) (k : ℕ) (x y : ZMod N) :
    (hop N a ^ k) x y =
      ∑ j ∈ (Finset.range (k + 1)).filter
          (fun j : ℕ => 2 * (j : ZMod N) - (k : ZMod N) = x - y),
        (k.choose j : ℂ) * exp (I * a * (2 * (j : ℂ) - (k : ℂ))) := by
  rw [hop_pow, Matrix.sum_apply, Finset.sum_filter]
  refine Finset.sum_congr rfl fun j _ => ?_
  have h : x = y + (2 * (j : ZMod N) - (k : ZMod N)) ↔
      2 * (j : ZMod N) - (k : ZMod N) = x - y :=
    ⟨fun h => by rw [h]; ring, fun h => by rw [h]; ring⟩
  simp only [Matrix.smul_apply, translation, Matrix.of_apply, smul_eq_mul, mul_ite,
    mul_one, mul_zero]
  exact if_congr h rfl rfl

omit [NeZero N] in
private lemma closed_iff (j k : ℕ) (x : ZMod N) :
    2 * (j : ZMod N) - (k : ZMod N) = x - x ↔ (N : ℤ) ∣ 2 * (j : ℤ) - (k : ℤ) := by
  have h : ((2 * (j : ℤ) - (k : ℤ) : ℤ) : ZMod N) = 2 * (j : ZMod N) - (k : ZMod N) := by
    simp
  rw [sub_self, ← h, CharP.intCast_eq_zero_iff (ZMod N) N]

/-- After `2m < N` steps the return amplitude is the central binomial coefficient,
whatever the hopping phase. -/
theorem return_before_winding (a : ℝ) (m : ℕ) (hm : 2 * m < N) (x : ZMod N) :
    (hop N a ^ (2 * m)) x x = ((2 * m).choose m : ℂ) := by
  have hf : (Finset.range (2 * m + 1)).filter
      (fun j : ℕ => 2 * (j : ZMod N) - ((2 * m : ℕ) : ZMod N) = x - x) = {m} := by
    ext j
    simp only [Finset.mem_filter, Finset.mem_range, Finset.mem_singleton, closed_iff]
    constructor
    · rintro ⟨hj, hd⟩
      -- a displacement shorter than the ring closes only if it vanishes
      have h0 := Int.eq_zero_of_abs_lt_dvd hd (abs_lt.mpr ⟨by omega, by omega⟩)
      omega
    · intro h
      exact ⟨by omega, ⟨0, by rw [h]; push_cast; ring⟩⟩
  rw [hop_pow_apply, hf, Finset.sum_singleton]
  simp

/-- On a ring with an odd number `N` of sites, the return amplitude after `N` steps
is `2 cos(Na)`. -/
theorem return_first_winding (hN : Odd N) (a : ℝ) (x : ZMod N) :
    (hop N a ^ N) x x = 2 * Complex.cos ((N : ℂ) * (a : ℂ)) := by
  obtain ⟨r, hr⟩ := hN
  have hr' : (N : ℤ) = 2 * (r : ℤ) + 1 := by omega
  have hf : (Finset.range (N + 1)).filter
      (fun j : ℕ => 2 * (j : ZMod N) - (N : ZMod N) = x - x) = {0, N} := by
    ext j
    simp only [Finset.mem_filter, Finset.mem_range, Finset.mem_insert,
      Finset.mem_singleton, closed_iff]
    constructor
    · rintro ⟨hj, w, hw⟩
      -- since N is odd, it divides the number of forward steps
      have hd : (N : ℤ) ∣ (j : ℤ) :=
        ⟨(j : ℤ) - r * (w + 1), by linear_combination (-(r : ℤ)) * hw - (j : ℤ) * hr'⟩
      rcases Nat.eq_zero_or_pos j with h0 | hpos
      · exact Or.inl h0
      · have hle := Int.le_of_dvd (by omega) hd
        exact Or.inr (by omega)
    · rintro (h | h)
      · have h' : (j : ℤ) = 0 := by omega
        exact ⟨by omega, ⟨-1, by linear_combination 2 * h'⟩⟩
      · have h' : (j : ℤ) = N := by omega
        exact ⟨by omega, ⟨1, by linear_combination 2 * h'⟩⟩
  have h1 : I * a * (2 * ((0 : ℕ) : ℂ) - (N : ℂ)) = -((N : ℂ) * a) * I := by
    push_cast
    ring
  have h2 : I * a * (2 * (N : ℂ) - (N : ℂ)) = (N : ℂ) * a * I := by ring
  rw [hop_pow_apply, hf, Finset.sum_pair (NeZero.ne N).symm, h1, h2, Complex.two_cos,
    Nat.choose_zero_right, Nat.choose_self, Nat.cast_one, one_mul, one_mul, add_comm]

/-- Every return amplitude is unchanged when the phase per bond grows by `2π/N`,
that is, when the total phase around the ring grows by `2π`. -/
theorem return_flux_periodic (a : ℝ) (k : ℕ) (x : ZMod N) :
    (hop N (a + 2 * Real.pi / N) ^ k) x x = (hop N a ^ k) x x := by
  rw [hop_pow_apply, hop_pow_apply]
  refine Finset.sum_congr rfl fun j hj => ?_
  -- a closed walk winds an integer number w of times
  obtain ⟨w, hw⟩ := (closed_iff j k x).mp (Finset.mem_filter.mp hj).2
  have hwC : 2 * (j : ℂ) - (k : ℂ) = (N : ℂ) * (w : ℂ) := by exact_mod_cast hw
  have hN : (N : ℂ) ≠ 0 := Nat.cast_ne_zero.mpr (NeZero.ne N)
  have hq : 2 * (Real.pi : ℂ) / (N : ℂ) * (N : ℂ) = 2 * (Real.pi : ℂ) :=
    div_mul_cancel₀ _ hN
  have he : I * ((a + 2 * Real.pi / N : ℝ) : ℂ) * ((N : ℂ) * (w : ℂ))
      = I * a * ((N : ℂ) * (w : ℂ)) + (w : ℂ) * (2 * Real.pi * I) := by
    push_cast
    linear_combination I * (w : ℂ) * hq
  rw [hwC, he, Complex.exp_add, Complex.exp_int_mul_two_pi_mul_I, mul_one]

end

end FluxRingWindingSums
```

```lean
#print axioms FluxRingWindingSums.shift_mulVec_single
#print axioms FluxRingWindingSums.return_before_winding
#print axioms FluxRingWindingSums.return_first_winding
#print axioms FluxRingWindingSums.return_flux_periodic
```

```
'FluxRingWindingSums.shift_mulVec_single' depends on axioms: [propext, Classical.choice, Quot.sound]
'FluxRingWindingSums.return_before_winding' depends on axioms: [propext, Classical.choice, Quot.sound]
'FluxRingWindingSums.return_first_winding' depends on axioms: [propext, Classical.choice, Quot.sound]
'FluxRingWindingSums.return_flux_periodic' depends on axioms: [propext, Classical.choice, Quot.sound]
```

## Three steps on three sites, and the general entry

The other three-step walks on the small ring follow the same pattern. Two forward steps and one backward step can be ordered in three ways, each with total phase $\exp(ia)$, and all of them end one site ahead of the start. One forward and two backward steps give $3\exp(-ia)$ one site behind. The phase of a walk thus depends on its true displacement, while the end site depends only on that displacement modulo 3.

For a ring of $N\ge 1$ sites, label the sites by `ZMod N`, the integers modulo $N$, and write $|y\rangle$ for the state localised at site $y$. Let $S$ be the cyclic shift, $S|y\rangle=|y+1\rangle$, and let

$$H=\exp(ia)\,S+\exp(-ia)\,S^{-1},\qquad a\in\mathbb R .$$

The main theorem, `hop_pow_apply`, says that for every natural number $k$ and all sites $x,y$

$$(H^k)_{xy}=\sum_{\substack{0\le j\le k\\ 2j-k\,=\,x-y\ \text{in}\ \mathbb Z/N}}\binom kj\exp\bigl(ia(2j-k)\bigr).$$

Here $j$ is the number of forward steps, $k-j$ the number of backward steps, and $2j-k$ the net displacement. The binomial coefficient counts the orders in which the steps can be taken. Walks do not occur as objects in the Lean file; they are the reading of this coefficient.

Three further theorems concern the diagonal entries, where the walk closes:

- `return_before_winding`: if $2m<N$, then $(H^{2m})_{xx}=\binom{2m}{m}$ for every $a$.
- `return_first_winding`: if $N$ is odd, then $(H^N)_{xx}=2\cos(Na)$.
- `return_flux_periodic`: replacing $a$ by $a+2\pi/N$ leaves $(H^k)_{xx}$ unchanged for every $k$.

## How the matrices encode the ring and its flux

The definition `translation d` is the matrix $T_d$ whose $(x,y)$ entry is 1 if $x=y+d$ and 0 otherwise. The column index is therefore the starting site and the row index the final site, and $(H^k)_{xy}$ is the $k$-step amplitude from $y$ to $x$. The word amplitude, here and in the Lean comments, means such a matrix entry; it is not a normalised probability amplitude, and its modulus can exceed 1. `shift N` is $T_1$, and `shift_mulVec_single` confirms that it sends $|y\rangle$ to $|y+1\rangle$. In `hop N a`, which is $H$, the backward term contains the actual matrix inverse of the shift.

In the winding sum the integer $j$ appears in two roles. In the exponential it is cast to a complex number, so the phase records the full displacement $2j-k$. In the condition on the sum it is cast to `ZMod N`, so only the residue matters. This is how walks with different winding numbers come to interfere at one site.

The phase $a$ is put in by hand. It stands for the Peierls phase, which a particle of charge $q$ acquires on a bond in a vector potential. With equal phases on all bonds, the phase around the ring is $Na=q\Phi/\hbar$, where $\Phi$ is the enclosed magnetic flux. Increasing $a$ by $2\pi/N$ therefore changes the flux by one quantum $h/|q|$ in magnitude. The file contains no vector potential and does not derive this relation.

The hopping strength is set to one, and there are no on-site energies, disorder, spin or interactions. A power of $H$ is also not a time evolution: $H$ is not unitary in general, and its powers enter the propagator $\exp(-iHt/\hbar)$ as coefficients of the series in $t$. For a single non-interacting particle on this finite uniform ring, the diagonal entries of $H^k$ are the moments of the local density of states, so the even moments of order below $N$ carry no information about the flux.

The assumption `NeZero N` excludes $N=0$, for which `ZMod N` would be the infinite set of integers. The two smallest rings are included, although their steps are degenerate. For $N=1$ the shift is the identity and $H$ is the number $2\cos a$. For $N=2$ a forward and a backward step reach the same site, so $H=2\cos a\,S$.

## Commuting translations give the winding sum

Moving by $e$ sites and then by $d$ sites moves the particle by $d+e$ sites:

$$T_dT_e|y\rangle=T_d|y+e\rangle=|y+e+d\rangle=T_{d+e}|y\rangle .$$

In `translation_mul` this is done entry by entry. The matrix product is a sum over intermediate sites, and `Finset.sum_eq_single (y + e)` keeps the only one that can contribute. Since $T_0=1$ (`translation_zero`), induction on $n$ gives $T_d^n=T_{nd}$ (`translation_pow`). Moreover $T_1T_{-1}=T_0=1$, so $S^{-1}=T_{-1}$, which is `shift_inv`.

The hopping matrix is now $H=\exp(ia)T_1+\exp(-ia)T_{-1}$. Its two terms commute, because $T_1T_{-1}$ and $T_{-1}T_1$ are both $T_0$, and the ordinary binomial theorem applies:

$$\begin{aligned}
H^k&=\sum_{j=0}^k\binom kj\bigl(\exp(ia)T_1\bigr)^j\bigl(\exp(-ia)T_{-1}\bigr)^{k-j}\\
&=\sum_{j=0}^k\binom kj\exp\bigl(iaj-ia(k-j)\bigr)\,T_j\,T_{-(k-j)}\\
&=\sum_{j=0}^k\binom kj\exp\bigl(ia(2j-k)\bigr)\,T_{2j-k}.
\end{aligned}$$

This is `hop_pow`. The commutation is the hypothesis `hc`, and `hc.add_pow` produces the first line. The proof then writes $k=j+m$, with $m$ the number of backward steps, to avoid subtraction of natural numbers. The equations `h1` and `h2` express the same bookkeeping twice, once for the phase in the complex numbers and once for the displacement in `ZMod N`.

To obtain the matrix entry, note that $(T_{2j-k})_{xy}$ is 1 exactly when $x=y+(2j-k)$, that is, when $2j-k=x-y$ in `ZMod N`. All other terms vanish, and the winding sum remains. In `hop_pow_apply`, `Finset.sum_filter` turns the restricted sum into a full sum with an if-condition, and `h` is the rearrangement of the equation for $x$.

## Which walks close

For $x=y$ the condition says that $2j-k$ is zero modulo $N$, so $N$ divides the integer $2j-k$. The lemma `closed_iff` makes this passage from residues to integers, where size estimates are available.

**Fewer steps than sites.** Let $k=2m<N$. Since $0\le j\le 2m$, the displacement satisfies $|2j-2m|\le 2m<N$. A multiple of $N$ smaller than $N$ in absolute value is zero, so $j=m$. The phase is then $\exp(0)=1$, and the coefficient is $\binom{2m}{m}$. In the proof of `return_before_winding`, the statement `hf` says that the set of allowed $j$ is $\{m\}$, and `Int.eq_zero_of_abs_lt_dvd` supplies the size argument.

**As many steps as sites, with $N$ odd.** Let $k=N$. If $N$ divides $2j-N$, then it divides $2j$, and because $N$ is odd it divides $j$. With $0\le j\le N$ this leaves $j=0$ and $j=N$, each with binomial coefficient 1, so

$$(H^N)_{xx}=\exp(-iNa)+\exp(iNa)=2\cos(Na).$$

The Lean proof of `return_first_winding` makes the divisibility explicit. Write $N=2r+1$ and $2j-N=Nw$ with an integer $w$. Then $2j=N(w+1)$, and

$$j=Nj-2rj=N\bigl(j-r(w+1)\bigr).$$

The bracket is the witness given in `hd`. The allowed set is then $\{0,N\}$, `Finset.sum_pair` adds its two terms, and `Complex.two_cos` recognises the cosine.

**One more flux quantum.** The condition on $j$ does not contain $a$, so the sums for $a$ and $a+2\pi/N$ run over the same terms and can be compared one by one. For a closed walk $2j-k=Nw$, where the integer $w$ is the winding number. The added phase is

$$\exp\Bigl(i\,\frac{2\pi}{N}\,Nw\Bigr)=\exp(2\pi i w)=1 .$$

In `return_flux_periodic`, `hwC` records the displacement $Nw$, `he` splits off the term $2\pi i w$, and `Complex.exp_int_mul_two_pi_mul_I` evaluates its exponential. The argument depends on the walk being closed. On three sites the entry $H_{y+1,y}$ is $\exp(ia)$, and it acquires the factor $\exp(2\pi i/3)$ when $a$ grows by $2\pi/3$.

## Two sites break both special formulas

The ring with $N=2$ shows what the conditions $2m<N$ and $N$ odd are for. There $H=2\cos a\,S$ and $S^2=1$, so

$$(H^2)_{xx}=4\cos^2a=2+2\cos 2a .$$

Taking $m=1$ violates $2m<N$, and the amplitude is not $\binom21=2$ for general $a$: at $a=0$ it is 4. Nor is it $2\cos 2a$, the value that the formula for odd $N$ would give. The winding sum itself holds and accounts for both failures. All of $j=0,1,2$ satisfy the closure condition, and their terms are $\exp(-2ia)$, $2$ and $\exp(2ia)$. Two steps are enough to go around this ring, which adds the cosine; and because $N$ is even, a walk of $N$ steps can also return without winding, which adds the constant.
